# Cubic purification at fixed electron number: one free parameter when tr(P − P²) ≠ 0

Take one electron spread over three orbitals with occupations 0.45, 0.35 and 0.2, and try to purify them with the map x → 3x² − 2x³. All three values lie below 1/2, so repeated application sends each of them to 0 and the electron is lost. The first step already lowers the sum from 1 to 0.811. The map fixes 0 and 1, as it should, but its third fixed point sits at 1/2 whatever the occupations are. For a cubic that fixes 0 and 1, conserving the electron count requires that point to depend on the occupations.

## The conserving cubics, derived by hand

Let x_i be finitely many real occupations and write

D = Σ (x_i − x_i²),  N = Σ (x_i² − x_i³),  c = N/D,

with D ≠ 0. For occupations in [0,1], D vanishes only when every one of them is already 0 or 1, so the condition says that there is something left to purify.

Let q be a real polynomial of degree at most 3 with q(0) = 0 and q(1) = 1. Then q(x) − x vanishes at 0 and at 1, so it is divisible by x(1−x), and the remaining factor is at most linear:

q(x) = x + x(1−x)(a + bx) = x + a(x − x²) + b(x² − x³).

Summing over the occupations gives

Σ q(x_i) = Σ x_i + aD + bN.

The sum is conserved exactly when aD + bN = 0, that is, when a = −bc. Then a + bx = b(x − c), and with k = b

q(x) = x + k x(1−x)(x−c).

Conversely, every such q has degree at most 3, fixes 0 and 1, and changes the sum by k(N − cD) = 0.

The argument uses the sum only through its linearity in q. The trace tr q(P) of a real square matrix P is linear in q as well, so the same result holds with

c = tr(P² − P³) / tr(P − P²).

The smallest case shows what conservation costs. For a single fractional occupation x, c = x²(1−x)/(x(1−x)) = x, and the step leaves x where it is. For the pair x and 1−x, c = 1/2, and k = 2 gives back 3x² − 2x³.

## Occupations, matrices and the step in Lean

```lean
import Mathlib

open Polynomial

namespace CanonicalPurification

noncomputable section
```

The step is a polynomial object, `purifier c k`, which can be evaluated on a number or on a matrix. `X` is the variable and `C` turns a real number into a constant polynomial.

```lean
/-- The purification step `x + k x (1 - x) (x - c)` with fixed point `c` and strength `k`. -/
def purifier (c k : ℝ) : ℝ[X] := X + C k * X * (1 - X) * (X - C c)
```

Occupations are a function `x` on a finite index type, and `occupationPoint x` is the ratio N/D.

```lean
/-- The ratio `∑ (x² - x³) / ∑ (x - x²)` for a list of occupations. -/
def occupationPoint {ι : Type*} [Fintype ι] (x : ι → ℝ) : ℝ :=
  (∑ i, (x i ^ 2 - x i ^ 3)) / ∑ i, (x i - x i ^ 2)
```

The density matrix is a real square matrix in an orthonormal basis, where idempotency reads P² = P. Symmetry is not required by the definition or by the theorem that uses it.

```lean
/-- The ratio `tr (P² - P³) / tr (P - P²)` for a real square matrix `P`. -/
def matrixPoint {n : Type*} [Fintype n] [DecidableEq n] (P : Matrix n n ℝ) : ℝ :=
  Matrix.trace (P ^ 2 - P ^ 3) / Matrix.trace (P - P ^ 2)
```

## From fixed ends to a conserved count

The first lemma rewrites the step in the form x + x(1−x)(a + bx), with a = −kc and b = k.

```lean
lemma purifier_eq (c k : ℝ) :
    purifier c k = X + X * (1 - X) * (C (-(k * c)) + C k * X) := by
  simp only [purifier, map_neg, map_mul]
  ring
```

The next theorem is the factorisation. The proof writes q through its four coefficients, here called `a`, `b`, `c`, `d`, so `c` is temporarily not the fixed point. The value at 0 gives a = 0, and the value at 1 says that the coefficients add up to 1. Eliminating the quadratic coefficient leaves the linear factor (b − 1) − dx.

```lean
/-- A polynomial of degree at most 3 that fixes 0 and 1 is the identity plus `x (1 - x)` times
a linear factor. -/
theorem cubic_fixing_ends (q : ℝ[X]) (hd : q.natDegree ≤ 3) (h0 : q.eval 0 = 0)
    (h1 : q.eval 1 = 1) : ∃ a b : ℝ, q = X + X * (1 - X) * (C a + C b * X) := by
  have hq : ∃ a b c d : ℝ, q = C a + C b * X + C c * X ^ 2 + C d * X ^ 3 := by
    refine ⟨q.coeff 0, q.coeff 1, q.coeff 2, q.coeff 3, ?_⟩
    conv_lhs => rw [q.as_sum_range' 4 (by omega)]
    simp only [Finset.sum_range_succ, Finset.sum_range_zero, ← C_mul_X_pow_eq_monomial,
      pow_zero, mul_one, pow_one, zero_add]
  obtain ⟨a, b, c, d, rfl⟩ := hq
  have ha : a = 0 := by simpa using h0
  have hs : a + b + c + d = 1 := by simpa using h1
  have hc : c = 1 - b - d := by linarith
  refine ⟨b - 1, -d, ?_⟩
  rw [ha, hc]
  simp only [map_sub, map_neg, map_one, map_zero]
  ring
```

The central theorem replaces the electron count by an arbitrary linear functional `L` on polynomials. The local statement `expand` is the formula L(q) = L(x) + a L(x − x²) + b L(x² − x³). In the forward direction, conservation and `hD` give `ha`, which is a = −bc, and `b` serves as the strength k. In the reverse direction, `compute_degree` bounds the degree, and the last line is the cancellation k(N − cD) = 0.

```lean
/-- For a linear functional `L` on polynomials with `L (x - x²) ≠ 0`, the polynomials `q` of degree
at most 3 that fix 0 and 1 and satisfy `L q = L x` are exactly the purification steps with `c = L
(x² - x³) / L (x - x²)`. -/
theorem conserving_functional_iff (L : ℝ[X] →ₗ[ℝ] ℝ) (hD : L (X - X ^ 2) ≠ 0) (q : ℝ[X]) :
    (q.natDegree ≤ 3 ∧ q.eval 0 = 0 ∧ q.eval 1 = 1 ∧ L q = L X) ↔
      ∃ k : ℝ, q = purifier (L (X ^ 2 - X ^ 3) / L (X - X ^ 2)) k := by
  -- the functional sees only two moments of the correction
  have expand : ∀ a b : ℝ, L (X + X * (1 - X) * (C a + C b * X)) =
      L X + a * L (X - X ^ 2) + b * L (X ^ 2 - X ^ 3) := by
    intro a b
    have h : (X + X * (1 - X) * (C a + C b * X) : ℝ[X]) =
        X + a • (X - X ^ 2) + b • (X ^ 2 - X ^ 3) := by
      simp only [smul_eq_C_mul]
      ring
    rw [h, map_add, map_add, map_smul, map_smul, smul_eq_mul, smul_eq_mul]
  constructor
  · rintro ⟨hd, h0, h1, hL⟩
    obtain ⟨a, b, rfl⟩ := cubic_fixing_ends q hd h0 h1
    rw [expand] at hL
    -- conservation ties the two free coefficients together
    have ha : a = -(b * (L (X ^ 2 - X ^ 3) / L (X - X ^ 2))) := by
      rw [← mul_div_assoc, ← neg_div, eq_div_iff hD]
      linarith
    exact ⟨b, by rw [purifier_eq, ← ha]⟩
  · rintro ⟨k, rfl⟩
    refine ⟨?_, by simp [purifier], by simp [purifier], ?_⟩
    · unfold purifier
      compute_degree
    · rw [purifier_eq, expand]
      have h := div_mul_cancel₀ (L (X ^ 2 - X ^ 3)) hD
      linear_combination (-k) * h
```

Choosing L(p) = Σ p(x_i) gives the statement for occupations. The left side of the equivalence lists the four requirements: degree at most 3, the two fixed ends, and the conserved sum. The right side says that q belongs to the family for some real k. The value k = 0 is included and gives the identity map. The equations `e1`, `e2` and `eX` identify the values of `L` with D, N and the electron count.

```lean
/-- For occupations with `∑ (x - x²) ≠ 0`, a polynomial of degree at most 3 fixes 0 and 1 and
conserves the sum of the occupations if and only if it is a purification step with `c =
occupationPoint x`. -/
theorem conserving_occupations_iff {ι : Type*} [Fintype ι] (x : ι → ℝ)
    (hD : ∑ i, (x i - x i ^ 2) ≠ 0) (q : ℝ[X]) :
    (q.natDegree ≤ 3 ∧ q.eval 0 = 0 ∧ q.eval 1 = 1 ∧ ∑ i, q.eval (x i) = ∑ i, x i) ↔
      ∃ k : ℝ, q = purifier (occupationPoint x) k := by
  obtain ⟨L, e0⟩ : ∃ L : ℝ[X] →ₗ[ℝ] ℝ, ∀ p, L p = ∑ i, p.eval (x i) :=
    ⟨∑ i, leval (x i), fun p => by simp [LinearMap.sum_apply, leval_apply]⟩
  have e1 : L (X - X ^ 2) = ∑ i, (x i - x i ^ 2) := by
    rw [e0]; simp only [eval_sub, eval_pow, eval_X]
  have e2 : L (X ^ 2 - X ^ 3) = ∑ i, (x i ^ 2 - x i ^ 3) := by
    rw [e0]; simp only [eval_sub, eval_pow, eval_X]
  have eX : L X = ∑ i, x i := by rw [e0]; simp only [eval_X]
  have h := conserving_functional_iff L (by rwa [e1]) q
  rw [e1, e2, eX, e0 q] at h
  exact h
```

Choosing L(p) = tr p(P) gives the matrix version. `aeval P q` is the matrix q(P).

```lean
/-- For a real matrix `P` with `tr (P - P²) ≠ 0`, a polynomial of degree at most 3 fixes 0 and 1 and
satisfies `tr q(P) = tr P` if and only if it is a purification step with `c = matrixPoint P`. -/
theorem conserving_trace_iff {n : Type*} [Fintype n] [DecidableEq n] (P : Matrix n n ℝ)
    (hD : Matrix.trace (P - P ^ 2) ≠ 0) (q : ℝ[X]) :
    (q.natDegree ≤ 3 ∧ q.eval 0 = 0 ∧ q.eval 1 = 1 ∧
      Matrix.trace (aeval P q) = Matrix.trace P) ↔
      ∃ k : ℝ, q = purifier (matrixPoint P) k := by
  obtain ⟨L, e0⟩ : ∃ L : ℝ[X] →ₗ[ℝ] ℝ, ∀ p, L p = Matrix.trace (aeval P p) :=
    ⟨(Matrix.traceLinearMap n ℝ ℝ).comp (aeval P).toLinearMap, fun _ => rfl⟩
  have e1 : L (X - X ^ 2) = Matrix.trace (P - P ^ 2) := by
    rw [e0]; simp only [map_sub, map_pow, aeval_X]
  have e2 : L (X ^ 2 - X ^ 3) = Matrix.trace (P ^ 2 - P ^ 3) := by
    rw [e0]; simp only [map_sub, map_pow, aeval_X]
  have eX : L X = Matrix.trace P := by rw [e0, aeval_X]
  have h := conserving_functional_iff L (by rwa [e1]) q
  rw [e1, e2, eX, e0 q] at h
  exact h
```

## Where the fixed point lies and how strong a step may be

The algebra alone does not place c between 0 and 1. That follows when all occupations lie in [0,1] and at least one, x_j, is fractional. By hand,

N = Σ x_i²(1−x_i),  D − N = Σ x_i(1−x_i)².

All terms are nonnegative and those with i = j are positive, so 0 < N < D and 0 < c < 1. The proof establishes the same two inequalities, `hN` and `hlt`, and divides.

```lean
/-- If all occupations lie in `[0, 1]` and at least one is fractional, `occupationPoint x` lies
strictly between 0 and 1. -/
theorem occupationPoint_mem_Ioo {ι : Type*} [Fintype ι] (x : ι → ℝ)
    (hx : ∀ i, 0 ≤ x i ∧ x i ≤ 1) (j : ι) (hj : 0 < x j ∧ x j < 1) :
    0 < occupationPoint x ∧ occupationPoint x < 1 := by
  have hN : 0 < ∑ i, (x i ^ 2 - x i ^ 3) := by
    refine Finset.sum_pos' (fun i _ => ?_) ⟨j, Finset.mem_univ j, ?_⟩
    · nlinarith [mul_nonneg (sq_nonneg (x i)) (sub_nonneg.2 (hx i).2)]
    · nlinarith [mul_pos (pow_pos hj.1 2) (sub_pos.2 hj.2)]
  -- the difference of the two sums is a sum of terms x (1 - x)²
  have hlt : ∑ i, (x i ^ 2 - x i ^ 3) < ∑ i, (x i - x i ^ 2) := by
    refine Finset.sum_lt_sum (fun i _ => ?_) ⟨j, Finset.mem_univ j, ?_⟩
    · nlinarith [mul_nonneg (hx i).1 (sq_nonneg (1 - x i))]
    · nlinarith [mul_pos hj.1 (pow_pos (sub_pos.2 hj.2) 2)]
  have hD := hN.trans hlt
  exact ⟨div_pos hN hD, (div_lt_one hD).2 hlt⟩
```

For k > 0 and 0 < c < 1, occupations between c and 1 move up and those between 0 and c move down. How fast small errors near the ends shrink is governed by the slopes there. Differentiating k x(1−x)(x−c) gives −kc at x = 0 and −k(1−c) at x = 1, to which the leading x adds 1.

```lean
/-- The slopes of the purification step at occupations 0 and 1 are `1 - k c` and
`1 - k (1 - c)`. -/
theorem purifier_end_slopes (c k : ℝ) :
    (derivative (purifier c k)).eval 0 = 1 - k * c ∧
      (derivative (purifier c k)).eval 1 = 1 - k * (1 - c) := by
  constructor
  · simp [purifier]
    try ring
  · simp [purifier]
    try ring
```

A slope of zero removes the first-order error at that end. The choice k = 1/c does this at 0, and k = 1/(1−c) does it at 1. Since

t(1−t)(t−c) = (1+c)t² − t³ − ct,

inserting these strengths gives the two update formulas of canonical purification. Lean proves each one by multiplying through by the denominator.

```lean
/-- For `c ≠ 0` the step with `k = 1/c` sends `t` to `((1 + c) t² - t³) / c`, and for `c ≠ 1` the
step with `k = 1/(1 - c)` sends `t` to `((1 - 2c) t + (1 + c) t² - t³) / (1 - c)`. -/
theorem canonical_formulas (c t : ℝ) :
    (c ≠ 0 → (purifier c (1 / c)).eval t = ((1 + c) * t ^ 2 - t ^ 3) / c) ∧
      (c ≠ 1 → (purifier c (1 / (1 - c))).eval t =
        ((1 - 2 * c) * t + (1 + c) * t ^ 2 - t ^ 3) / (1 - c)) := by
  have e : ∀ k, (purifier c k).eval t = t + k * t * (1 - t) * (t - c) := by
    intro k
    simp [purifier]
  constructor
  · intro hc
    rw [e, eq_div_iff hc]
    have h : 1 / c * c = 1 := div_mul_cancel₀ 1 hc
    linear_combination (t * (1 - t) * (t - c)) * h
  · intro hc
    have hc' : 1 - c ≠ 0 := sub_ne_zero.2 (Ne.symm hc)
    rw [e, eq_div_iff hc']
    have h : 1 / (1 - c) * (1 - c) = 1 := div_mul_cancel₀ 1 hc'
    linear_combination (t * (1 - t) * (t - c)) * h
```

A step should also keep occupations physical, neither negative nor above 1. For t in [0,1] the new occupation and the new hole occupation factor as

q(t) = t[(1−t)(1−kc) + t + kt(1−t)],

1 − q(t) = (1−t)[t(1−k(1−c)) + (1−t) + kt(1−t)].

Every factor is nonnegative when k ≥ 0, kc ≤ 1 and k(1−c) ≤ 1. The last two conditions say that the end slopes are not negative. In the proof, `lo` and `hi` are these two products.

```lean
/-- A purification step with `k ≥ 0`, `k c ≤ 1` and `k (1 - c) ≤ 1` maps occupations in `[0, 1]`
to occupations in `[0, 1]`. -/
theorem purifier_mem_Icc (c k t : ℝ) (hk : 0 ≤ k) (h0 : k * c ≤ 1) (h1 : k * (1 - c) ≤ 1)
    (ht : t ∈ Set.Icc (0 : ℝ) 1) : (purifier c k).eval t ∈ Set.Icc (0 : ℝ) 1 := by
  have e : (purifier c k).eval t = t + k * t * (1 - t) * (t - c) := by simp [purifier]
  have a := ht.1
  have b : 0 ≤ 1 - t := sub_nonneg.2 ht.2
  have m : 0 ≤ k * t * (1 - t) := mul_nonneg (mul_nonneg hk a) b
  -- the step and its hole counterpart are products of nonnegative factors
  have lo : 0 ≤ t * ((1 - t) * (1 - k * c) + t + k * t * (1 - t)) :=
    mul_nonneg a (add_nonneg (add_nonneg (mul_nonneg b (sub_nonneg.2 h0)) a) m)
  have hi : 0 ≤ (1 - t) * (t * (1 - k * (1 - c)) + (1 - t) + k * t * (1 - t)) :=
    mul_nonneg b (add_nonneg (add_nonneg (mul_nonneg a (sub_nonneg.2 h1)) b) m)
  rw [e]
  constructor
  · nlinarith [lo]
  · nlinarith [hi]

end

end CanonicalPurification
```

```lean
#print axioms CanonicalPurification.conserving_occupations_iff
#print axioms CanonicalPurification.purifier_end_slopes
#print axioms CanonicalPurification.canonical_formulas
#print axioms CanonicalPurification.purifier_mem_Icc
```

```
'CanonicalPurification.conserving_occupations_iff' depends on axioms: [propext, Classical.choice, Quot.sound]
'CanonicalPurification.purifier_end_slopes' depends on axioms: [propext, Classical.choice, Quot.sound]
'CanonicalPurification.canonical_formulas' depends on axioms: [propext, Classical.choice, Quot.sound]
'CanonicalPurification.purifier_mem_Icc' depends on axioms: [propext, Classical.choice, Quot.sound]
```

For 0 < c < 1, the strength k = 1/c meets these conditions when c ≥ 1/2, and k = 1/(1−c) meets them when c ≤ 1/2. This is the usual rule for switching between the two formulas.

## The step in a density-matrix calculation

Canonical purification can replace diagonalisation in a mean-field electronic-structure calculation. In an orthonormal basis, the starting P is the Hamiltonian matrix multiplied by a negative number and shifted by a multiple of the identity, so that orbitals of lower energy get larger occupations. The two numbers are chosen so that the trace of P is the number of occupied orbitals and its eigenvalues lie in [0,1]. Each iteration then runs as follows:

1. Form P² and P³, which takes two matrix multiplications.
2. Stop if tr(P − P²) is small enough. Otherwise compute c from the traces of P, P² and P³.
3. Apply the formula with k = 1/c if c ≥ 1/2, and the one with k = 1/(1−c) otherwise.
4. Return to step 1 with the new P.

The value of c has to be recomputed each time, because the ratio generally changes from one P to the next, and a step with the old value would then change the trace. Near convergence c is a quotient of two small numbers, so the stopping test should come before rounding errors dominate it. Linear-scaling codes also discard small matrix elements, which can shift the eigenvalues of P; the theorems above do not cover that error.

The range results above concern lists of numbers; they carry over to a symmetric P through its eigenvalues, a step that the Lean file leaves to the reader. The file does not treat convergence to an idempotent matrix, which is not guaranteed: if all the fractional occupations are equal, c is their common value and the step changes nothing.
